# Two-Sided Bounds on the Dispersion Energy of Two Drude Molecules with a Cavity Self-Energy

Two identical molecules, modelled as Drude oscillators (harmonically bound charges) of frequency ω > 0 with displacements q₀ and q₁ and coupled by v q₀q₁ with |v| ≤ ω², have, for unit masses and ħ = 1, an interaction energy E that lies below −v²/(8ω³) by at least 5v⁴/(128ω⁷) and at most (7/8 − √2/2)v⁴/ω⁷. For v = c/R³ + λ², where c/R³ is the dipole coupling at distance R > 0 and λ² is the coupling through the cavity self-energy, the second-order part at fixed ω is a sum of R⁻⁶, λ²R⁻³ and distance-independent λ⁴ terms. Here ω includes the shift that the self-energy gives to each molecule, and the photon coordinate is left out of the model.

```lean
import Mathlib

open Matrix

namespace CavityDrudeDispersion

noncomputable section

/-- Bilinear coupling of two molecular dipoles at distance `R ≠ 0`: the direct dipole term
`c / R³` plus the cross term `lam²` of the cavity dipole self-energy. -/
def coupling (c R lam : ℝ) : ℝ := c / R ^ 3 + lam ^ 2

/-- Hessian of the potential of two Drude oscillators of frequency `ω` with coupling `v`. -/
def hessian (ω v : ℝ) : Matrix (Fin 2) (Fin 2) ℝ := !![ω ^ 2, v; v, ω ^ 2]

/-- The Hessian of the coupled oscillators is symmetric. -/
theorem hessian_isHermitian (ω v : ℝ) : (hessian ω v).IsHermitian := by
  ext i j
  fin_cases i <;> fin_cases j <;> simp [hessian]

/-- Zero-point energy (with `ħ = 1` and unit masses): half the sum of the normal-mode
frequencies, the square roots of the Hessian eigenvalues, for `|v| ≤ ω²`. -/
def zeroPointEnergy (ω v : ℝ) : ℝ :=
  (∑ i, √((hessian_isHermitian ω v).eigenvalues i)) / 2

/-- Interaction energy, for `ω ≥ 0` and `|v| ≤ ω²`: the zero-point energy of the coupled pair
minus that of two uncoupled oscillators of frequency `ω`. -/
def interactionEnergy (ω v : ℝ) : ℝ := zeroPointEnergy ω v - ω

/-- Bare wells, dipole coupling and dipole self-energy together form the quadratic potential
with the Hessian above, if the frequency is dressed as `ω² = ω₀² + lam²`. -/
theorem potential_eq_hessian {ω ω₀ lam : ℝ} (h : ω ^ 2 = ω₀ ^ 2 + lam ^ 2) (c R : ℝ)
    (q : Fin 2 → ℝ) :
    ω₀ ^ 2 * (q 0 ^ 2 + q 1 ^ 2) / 2 + c / R ^ 3 * q 0 * q 1 + lam ^ 2 * (q 0 + q 1) ^ 2 / 2
      = (q ⬝ᵥ (hessian ω (coupling c R lam) *ᵥ q)) / 2 := by
  have hq (v : ℝ) : q ⬝ᵥ (hessian ω v *ᵥ q)
      = ω ^ 2 * (q 0 ^ 2 + q 1 ^ 2) + 2 * v * q 0 * q 1 := by
    simp [hessian, Matrix.mulVec, dotProduct, Fin.sum_univ_two]
    ring
  rw [hq, coupling]
  linear_combination (-(q 0 ^ 2 + q 1 ^ 2) / 2) * h

/-- The zero-point energy is half the sum of `√(ω² + v)` and `√(ω² - v)`. -/
theorem zeroPointEnergy_eq (ω v : ℝ) :
    zeroPointEnergy ω v = (√(ω ^ 2 + v) + √(ω ^ 2 - v)) / 2 := by
  have ht := (hessian_isHermitian ω v).trace_eq_sum_eigenvalues
  have hd := (hessian_isHermitian ω v).det_eq_prod_eigenvalues
  unfold zeroPointEnergy
  generalize (hessian_isHermitian ω v).eigenvalues = e at ht hd ⊢
  -- trace and determinant determine the two eigenvalues
  have ht' : ω ^ 2 + ω ^ 2 = e 0 + e 1 := by
    simpa [hessian, Matrix.trace_fin_two, Fin.sum_univ_two] using ht
  have hd' : ω ^ 2 * ω ^ 2 - v * v = e 0 * e 1 := by
    simpa [hessian, Matrix.det_fin_two, Fin.prod_univ_two] using hd
  have h : (e 0 - (ω ^ 2 + v)) * (e 0 - (ω ^ 2 - v)) = 0 := by
    linear_combination (-e 0) * ht' + hd'
  rw [Fin.sum_univ_two]
  rcases mul_eq_zero.1 h with h | h
  · rw [show e 0 = ω ^ 2 + v by linarith, show e 1 = ω ^ 2 - v by linarith]
  · rw [show e 0 = ω ^ 2 - v by linarith, show e 1 = ω ^ 2 + v by linarith, add_comm (√_)]

/-- For `ω > 0` and `|v| ≤ ω²` the zero-point energy `Z` is positive, lies between `ω/√2`
and `ω`, and obeys `v² = 4 Z² (ω² - Z²)`. -/
theorem zeroPointEnergy_relations {ω v : ℝ} (hω : 0 < ω) (hv : |v| ≤ ω ^ 2) :
    0 < zeroPointEnergy ω v ∧ zeroPointEnergy ω v ≤ ω ∧
      ω ^ 2 ≤ 2 * zeroPointEnergy ω v ^ 2 ∧
      v ^ 2 = 4 * zeroPointEnergy ω v ^ 2 * (ω ^ 2 - zeroPointEnergy ω v ^ 2) := by
  obtain ⟨h1, h2⟩ := abs_le.1 hv
  rw [zeroPointEnergy_eq]
  have hs : √(ω ^ 2 + v) ^ 2 = ω ^ 2 + v := Real.sq_sqrt (by linarith)
  have ht : √(ω ^ 2 - v) ^ 2 = ω ^ 2 - v := Real.sq_sqrt (by linarith)
  have hs0 := Real.sqrt_nonneg (ω ^ 2 + v)
  have ht0 := Real.sqrt_nonneg (ω ^ 2 - v)
  generalize √(ω ^ 2 + v) = s at hs hs0 ⊢
  generalize √(ω ^ 2 - v) = t at ht ht0 ⊢
  have h3 : ω ^ 2 ≤ 2 * ((s + t) / 2) ^ 2 := by nlinarith [mul_nonneg hs0 ht0]
  have hne : (s + t) / 2 ≠ 0 := by
    intro h
    rw [h] at h3
    nlinarith [pow_pos hω 2]
  refine ⟨lt_of_le_of_ne (by linarith) hne.symm, ?_, h3, ?_⟩
  · exact (sq_le_sq₀ (by linarith) hω.le).1 (by nlinarith [sq_nonneg (s - t)])
  · have hv' : v = (s ^ 2 - t ^ 2) / 2 := by linarith
    have hw : ω ^ 2 = (s ^ 2 + t ^ 2) / 2 := by linarith
    rw [hw, hv']
    ring

/-- Exact remainder, for `ω > 0` and `|v| ≤ ω²`, when the interaction energy is compared with
`-v²/(8ω³) - k v⁴/ω⁷` for any number `k`. -/
theorem remainder_eq {ω v : ℝ} (hω : 0 < ω) (hv : |v| ≤ ω ^ 2) (k : ℝ) :
    interactionEnergy ω v + v ^ 2 / (8 * ω ^ 3) + k * v ^ 4 / ω ^ 7 =
      (ω - zeroPointEnergy ω v) ^ 2 *
        (32 * k * zeroPointEnergy ω v ^ 4 * (ω + zeroPointEnergy ω v) ^ 2 -
          ω ^ 4 * (2 * ω ^ 2 + 2 * ω * zeroPointEnergy ω v + zeroPointEnergy ω v ^ 2)) /
        (2 * ω ^ 7) := by
  obtain ⟨-, -, -, h2⟩ := zeroPointEnergy_relations hω hv
  unfold interactionEnergy
  generalize zeroPointEnergy ω v = Z at h2 ⊢
  have h4 : v ^ 4 = (4 * Z ^ 2 * (ω ^ 2 - Z ^ 2)) ^ 2 := by
    rw [← h2]
    ring
  rw [h4, h2]
  field_simp
  ring

/-- For `ω > 0` and `|v| ≤ ω²` the interaction energy lies below the second-order energy
`-v²/(8ω³)` by at least `5v⁴/(128ω⁷)`. -/
theorem interactionEnergy_le {ω v : ℝ} (hω : 0 < ω) (hv : |v| ≤ ω ^ 2) :
    interactionEnergy ω v ≤ -(v ^ 2 / (8 * ω ^ 3)) - 5 / 128 * v ^ 4 / ω ^ 7 := by
  have hid := remainder_eq hω hv (5 / 128)
  obtain ⟨hZ, hZω, -, -⟩ := zeroPointEnergy_relations hω hv
  generalize zeroPointEnergy ω v = Z at hid hZ hZω
  have hP : 32 * (5 / 128) * Z ^ 4 * (ω + Z) ^ 2
      ≤ ω ^ 4 * (2 * ω ^ 2 + 2 * ω * Z + Z ^ 2) := by
    calc 32 * (5 / 128) * Z ^ 4 * (ω + Z) ^ 2
        ≤ 32 * (5 / 128) * Z ^ 4 * (ω + ω) ^ 2 := by gcongr
      _ = 5 * ω ^ 2 * Z ^ 2 * Z ^ 2 := by ring
      _ ≤ 5 * ω ^ 2 * Z ^ 2 * ω ^ 2 := by gcongr
      _ = ω ^ 4 * (2 * Z ^ 2 + 2 * Z * Z + Z ^ 2) := by ring
      _ ≤ ω ^ 4 * (2 * ω ^ 2 + 2 * ω * Z + Z ^ 2) := by gcongr
  have hneg := div_nonpos_of_nonpos_of_nonneg
    (mul_nonpos_of_nonneg_of_nonpos (sq_nonneg (ω - Z)) (sub_nonpos.2 hP))
    (show 0 ≤ 2 * ω ^ 7 by positivity)
  linarith

/-- For `ω > 0` and `|v| ≤ ω²` the interaction energy is at least `-v²/(8ω³) - (7/8 - √2/2) v⁴/ω⁷`.
-/
theorem le_interactionEnergy {ω v : ℝ} (hω : 0 < ω) (hv : |v| ≤ ω ^ 2) :
    -(v ^ 2 / (8 * ω ^ 3)) - (7 / 8 - √2 / 2) * v ^ 4 / ω ^ 7 ≤ interactionEnergy ω v := by
  have hid := remainder_eq hω hv (7 / 8 - √2 / 2)
  obtain ⟨hZ, -, hZ2, -⟩ := zeroPointEnergy_relations hω hv
  generalize zeroPointEnergy ω v = Z at hid hZ hZ2
  have hr : √2 ^ 2 = (2 : ℝ) := Real.sq_sqrt (by norm_num)
  have hr0 : (0 : ℝ) ≤ √2 := Real.sqrt_nonneg 2
  generalize √2 = r at hid hr hr0 ⊢
  have hk : 0 ≤ 28 - 16 * r := by nlinarith
  -- the softest zero-point energy is `ω/√2`
  have h1 : ω ≤ r * Z :=
    (sq_le_sq₀ hω.le (mul_nonneg hr0 hZ.le)).1 (by rw [mul_pow, hr]; exact hZ2)
  have h2 : r / 2 * ω ≤ Z := by
    have h3 := mul_le_mul_of_nonneg_left h1 hr0
    have h4 : r * (r * Z) = 2 * Z := by linear_combination Z * hr
    linarith
  have hA : 2 * ω ^ 2 + 2 * ω * Z + Z ^ 2 ≤ (5 + 2 * r) * Z ^ 2 := by
    nlinarith [mul_le_mul_of_nonneg_right h1 hZ.le]
  have hB : (3 / 2 + r) * ω ^ 2 ≤ (ω + Z) ^ 2 := by
    calc (3 / 2 + r) * ω ^ 2 = (ω + r / 2 * ω) ^ 2 := by
          linear_combination (-(ω ^ 2) / 4) * hr
      _ ≤ (ω + Z) ^ 2 := by gcongr
  have hC : (5 + 2 * r) * ω ^ 4 ≤ (28 - 16 * r) * (Z ^ 2 * (ω + Z) ^ 2) := by
    calc (5 + 2 * r) * ω ^ 4
        = (28 - 16 * r) * (ω ^ 2 / 2 * ((3 / 2 + r) * ω ^ 2)) := by
          linear_combination (8 * ω ^ 4) * hr
      _ ≤ (28 - 16 * r) * (Z ^ 2 * (ω + Z) ^ 2) :=
          mul_le_mul_of_nonneg_left
            (mul_le_mul (by linarith) hB (by positivity) (by positivity)) hk
  have hP : ω ^ 4 * (2 * ω ^ 2 + 2 * ω * Z + Z ^ 2)
      ≤ 32 * (7 / 8 - r / 2) * Z ^ 4 * (ω + Z) ^ 2 := by
    have h5 := mul_le_mul_of_nonneg_left hA (show 0 ≤ ω ^ 4 by positivity)
    have h6 := mul_le_mul_of_nonneg_right hC (sq_nonneg Z)
    linarith
  have hpos := div_nonneg (mul_nonneg (sq_nonneg (ω - Z)) (sub_nonneg.2 hP))
    (show 0 ≤ 2 * ω ^ 7 by positivity)
  linarith

/-- For `ω > 0` the lower bound of `le_interactionEnergy` is an equality at the coupling `v = ω²`.
-/
theorem interactionEnergy_critical {ω : ℝ} (hω : 0 < ω) :
    interactionEnergy ω (ω ^ 2) =
      -((ω ^ 2) ^ 2 / (8 * ω ^ 3)) - (7 / 8 - √2 / 2) * (ω ^ 2) ^ 4 / ω ^ 7 := by
  have h : √(ω ^ 2 + ω ^ 2) = √2 * ω := by
    rw [← two_mul, Real.sqrt_mul (by norm_num), Real.sqrt_sq hω.le]
  have h1 : (ω ^ 2) ^ 2 / (8 * ω ^ 3) = ω / 8 := by field_simp
  have h2 : (7 / 8 - √2 / 2) * (ω ^ 2) ^ 4 / ω ^ 7 = (7 / 8 - √2 / 2) * ω := by field_simp
  rw [interactionEnergy, zeroPointEnergy_eq, h, sub_self, Real.sqrt_zero, h1, h2]
  ring

/-- Two Drude molecules of dressed frequency `ω > 0` at distance `R > 0`, with
`|c + lam² R³| ≤ ω² R³`: up to a remainder bounded on both sides by multiples of the fourth power of
the coupling, the interaction energy is a sum of `R⁻⁶`, `lam² R⁻³` and distance-independent `lam⁴`
terms. -/
theorem cavity_dispersion_bounds {ω R c lam : ℝ} (hω : 0 < ω) (hR : 0 < R)
    (hstab : |c + lam ^ 2 * R ^ 3| ≤ ω ^ 2 * R ^ 3) :
    -((c ^ 2 / R ^ 6 + 2 * c * lam ^ 2 / R ^ 3 + lam ^ 4) / (8 * ω ^ 3))
        - (7 / 8 - √2 / 2) * coupling c R lam ^ 4 / ω ^ 7
      ≤ interactionEnergy ω (coupling c R lam) ∧
    interactionEnergy ω (coupling c R lam) ≤
      -((c ^ 2 / R ^ 6 + 2 * c * lam ^ 2 / R ^ 3 + lam ^ 4) / (8 * ω ^ 3))
        - 5 / 128 * coupling c R lam ^ 4 / ω ^ 7 := by
  have hR3 : 0 < R ^ 3 := pow_pos hR 3
  have hc : coupling c R lam = (c + lam ^ 2 * R ^ 3) / R ^ 3 := by
    unfold coupling
    field_simp
  have hv : |coupling c R lam| ≤ ω ^ 2 := by
    rw [hc, abs_div, abs_of_pos hR3, div_le_iff₀ hR3]
    exact hstab
  -- the square of the coupling produces the three distance laws
  have hsq : c ^ 2 / R ^ 6 + 2 * c * lam ^ 2 / R ^ 3 + lam ^ 4 = coupling c R lam ^ 2 := by
    unfold coupling
    ring
  rw [hsq]
  exact ⟨le_interactionEnergy hω hv, interactionEnergy_le hω hv⟩

end

end CavityDrudeDispersion
```

```lean
#print axioms CavityDrudeDispersion.potential_eq_hessian
#print axioms CavityDrudeDispersion.interactionEnergy_critical
#print axioms CavityDrudeDispersion.cavity_dispersion_bounds
```

```
'CavityDrudeDispersion.potential_eq_hessian' depends on axioms: [propext, Classical.choice, Quot.sound]
'CavityDrudeDispersion.interactionEnergy_critical' depends on axioms: [propext, Classical.choice, Quot.sound]
'CavityDrudeDispersion.cavity_dispersion_bounds' depends on axioms: [propext, Classical.choice, Quot.sound]
```

## Three distance laws and a bounded remainder

Even without permanent dipoles, two neutral molecules attract because their charge fluctuations are correlated. In free space, without retardation, this gives the London R⁻⁶ law. In the dipole gauge and the long-wavelength approximation, the Hamiltonian of molecules in a cavity contains a self-energy proportional to the square of the total dipole component along the cavity polarisation, which couples the molecules with a strength independent of their distance. The theorem `cavity_dispersion_bounds` describes the combined effect. Its second-order energy is

−v²/(8ω³) = −c²/(8ω³R⁶) − cλ²/(4ω³R³) − λ⁴/(8ω³).

The first term is the London energy of the model at the dressed frequency ω, which is defined in the next section and differs from the free-space frequency if λ ≠ 0. The second is a cross term, whose sign depends on that of c. The third does not depend on distance, so at fixed ω and λ ≠ 0 the second-order energy does not tend to zero as R grows.

The theorem places E below this sum by an amount between 5v⁴/(128ω⁷) and (7/8 − √2/2)v⁴/ω⁷. The larger coefficient is about 0.168. By `interactionEnergy_critical` the lower bound is an equality at v = ω², so no smaller coefficient works over the whole range |v| ≤ ω². The remainder, which contains all higher orders in v, can depend on distance too, through v; the three laws describe the second-order part alone.

## From the dipole self-energy to a 2×2 Hessian

With unit masses, ħ = 1 and bare frequency ω₀, the potential is

V = ω₀²(q₀² + q₁²)/2 + (c/R³)q₀q₁ + λ²(q₀ + q₁)²/2.

The constant c contains the squared charge and the orientation of the dipoles; λ, written `lam` in Lean, contains the charge, the field strength of the cavity mode and the projection on the cavity polarisation, taken to be the same for both molecules. Expanding the last square gives a diagonal part λ²(q₀² + q₁²)/2 and a cross term λ²q₀q₁. Hence

V = ω²(q₀² + q₁²)/2 + v q₀q₁, with ω² = ω₀² + λ² and v = c/R³ + λ².

This is `potential_eq_hessian`. The letter ω therefore denotes the dressed frequency, not the bare one, and the powers of λ above are counted at fixed ω. The bounds themselves take ω as given and do not mention ω₀.

The displacements form a vector `q : Fin 2 → ℝ`, and `hessian ω v` is the real matrix with ω² on the diagonal and v off it. `zeroPointEnergy` is half the sum of the square roots of its eigenvalues, the usual normal-mode formula, taken as a definition and not derived from the Schrödinger equation. `interactionEnergy` subtracts ω, the zero-point energy of two uncoupled oscillators of the dressed frequency. The one-molecule shift from ω₀ to ω is thus not part of E.

The hypothesis `hstab`, |c + λ²R³| ≤ ω²R³, is |v| ≤ ω² multiplied by R³. It says that neither normal mode is unstable. At equality one mode has zero frequency, and E is then the limit of its values at smaller |v|. Beyond that range Lean's square root of a negative number is 0, and the defined energy loses its physical meaning.

Besides treating the molecules as harmonic and the cavity field as uniform, the model omits the photon coordinate. The Hamiltonian that includes this coordinate also couples it linearly to the total dipole, which counteracts the self-energy, so the λ-dependent terms need not keep these coefficients there. For cavity electronic structure, the result shows in a model of two harmonic molecules without a dynamical photon how a self-energy term can add longer-ranged contributions to a correlation energy.

## Normal modes and the closed form of the energy

The Hessian has trace 2ω² and determinant ω⁴ − v². Its eigenvalues e₀ and e₁ satisfy e₀ + e₁ = 2ω² and e₀e₁ = ω⁴ − v², so

(e₀ − (ω² + v))(e₀ − (ω² − v)) = e₀² − 2ω²e₀ + ω⁴ − v² = 0.

One eigenvalue is ω² + v and the other ω² − v. Writing Z for the zero-point energy,

Z = (√(ω² + v) + √(ω² − v))/2, E = Z − ω.

The lemma `hessian_isHermitian` makes Mathlib's real eigenvalues available, and `zeroPointEnergy_eq` follows the calculation above. Since the ordering of the eigenvalues is not used, `rcases` treats both assignments; the sum of the roots is the same.

Now set s = √(ω² + v) and t = √(ω² − v). Then s² + t² = 2ω², s² − t² = 2v and Z = (s + t)/2, which gives

Z² = (ω² + st)/2 ≥ ω²/2,
ω² − Z² = (s − t)²/4 ≥ 0,
4Z²(ω² − Z²) = (s² − t²)²/4 = v².

Thus ω/√2 ≤ Z ≤ ω, and v² is a polynomial in Z. These are the contents of `zeroPointEnergy_relations`, where `nlinarith` obtains the inequalities from st ≥ 0 and (s − t)² ≥ 0.

## An exact factorisation of the remainder

Substituting v² = 4Z²(ω − Z)(ω + Z) into the second-order comparison gives

E + v²/(8ω³) = (ω − Z)(Z³ + ωZ² − 2ω³)/(2ω³).

The cubic vanishes at Z = ω and factors as

Z³ + ωZ² − 2ω³ = −(ω − Z)(2ω² + 2ωZ + Z²).

For any real k, the quartic term is

k v⁴/ω⁷ = 16k Z⁴(ω − Z)²(ω + Z)²/ω⁷.

Adding the two contributions yields

E + v²/(8ω³) + k v⁴/ω⁷ = (ω − Z)² [32k Z⁴(ω + Z)² − ω⁴(2ω² + 2ωZ + Z²)]/(2ω⁷).

This is `remainder_eq`. In Lean, the powers of v are replaced by polynomials in Z, `field_simp` clears the denominators and `ring` checks the identity. The sign of the square bracket now decides each bound.

## The sign of the bracket

For the upper bound take k = 5/128, so that 32k = 5/4. Using Z ≤ ω repeatedly,

(5/4)Z⁴(ω + Z)² ≤ 5ω²Z⁴ ≤ 5ω⁴Z² ≤ ω⁴(2ω² + 2ωZ + Z²).

The bracket is at most zero, which proves `interactionEnergy_le`. The `calc` block there is this chain, with `gcongr` supplying the monotonicity steps.

For the lower bound take k = 7/8 − √2/2, so that 32k = 28 − 16√2 > 0. From ω ≤ √2 Z,

2ω² + 2ωZ + Z² ≤ (5 + 2√2)Z².

From Z ≥ ω/√2 also follow Z² ≥ ω²/2 and (ω + Z)² ≥ (3/2 + √2)ω². Therefore

(28 − 16√2)Z²(ω + Z)² ≥ (14 − 8√2)(3/2 + √2)ω⁴ = (5 + 2√2)ω⁴.

Multiplying by Z² and using the first estimate shows that the bracket is at least zero. In `le_interactionEnergy` the three estimates are `hA`, `hB` and `hC`, with `r` standing for √2, and `hP` combines them.

At v = ω² the second root vanishes and Z = ω/√2, so E = −(1 − √2/2)ω. The lower bound gives −ω/8 − (7/8 − √2/2)ω, the same number. Finally, `cavity_dispersion_bounds` divides `hstab` by R³ to obtain |v| ≤ ω², expands v² in `hsq`, and applies the two bounds.
